# Breakdown of the Krylov sequence is permanent

Let $V$ be a vector space over a field $\mathbb{K}$, $A : V \to V$ a linear map, $v \in V$ a start vector, and for each natural number $m$ let
$$K_m = \operatorname{span}\{A^k v : 0 \le k < m\}.$$
If $A^m v \in K_m$, a situation called breakdown at order $m$, then $A K_m \subseteq K_m$ and $K_n = K_m$ for every $n \ge m$. In exact arithmetic, the Lanczos iteration for a Hamiltonian matrix in a finite basis builds orthonormal bases of these spaces, so after breakdown further applications of the Hamiltonian supply no new direction.

## Setting

```lean
import Mathlib

open Module

namespace KrylovBreakdown

variable {𝕜 V : Type*} [Field 𝕜] [AddCommGroup V] [Module 𝕜 V]
```

The field is `𝕜`, and `V` may have any dimension until part (h). The map `A : V →ₗ[𝕜] V` is defined on all of $V$, and `A ^ k` is its $k$-fold composition, with $A^0$ the identity. There is no inner product or norm. Orthogonalisation, Hermiticity, eigenvalues, rounding errors and approximate breakdown are not treated.

```lean
/-- The Krylov subspace of order `m`: the span of `v, A v, ..., A^(m-1) v`. -/
def krylov (A : V →ₗ[𝕜] V) (v : V) (m : ℕ) : Submodule 𝕜 V :=
  Submodule.span 𝕜 {w | ∃ k, k < m ∧ (A ^ k) v = w}
```

`krylov A v m` is $K_m$, the set of finite linear combinations of the generators $A^k v$ with $k < m$; in particular $K_0 = \{0\}$ and $K_1 = \operatorname{span}\{v\}$. Between subspaces, `≤` means inclusion. An easy mistake is to write $k \le m$ in the definition. Then $A^m v$ is itself a generator, the breakdown hypothesis holds at every order, and the result becomes false: at $m = 0$ it would make every vector's span invariant under $A$.

## (a) Generators

*Task.* Show that $A^k v \in K_m$ whenever $k < m$.

*Solution.* The vector is one of the generators, and a span contains its generators. In Lean this is `Submodule.subset_span`.

```lean
/-- The vector `A^k v` lies in the Krylov subspace of order `m` whenever `k < m`. -/
theorem pow_mem_krylov (A : V →ₗ[𝕜] V) (v : V) {k m : ℕ} (h : k < m) :
    (A ^ k) v ∈ krylov A v m :=
  Submodule.subset_span ⟨k, h, rfl⟩
```

## (b) Nesting

*Task.* Show that $K_m \subseteq K_n$ for $m \le n$.

*Solution.* A span lies in a subspace as soon as its generators do; this principle, `Submodule.span_le`, returns in most parts below. A generator $A^k v$ of $K_m$ has $k < m \le n$, so it lies in $K_n$ by (a).

```lean
/-- Krylov subspaces are nested: `K_m ⊆ K_n` for `m ≤ n`. -/
theorem krylov_mono (A : V →ₗ[𝕜] V) (v : V) {m n : ℕ} (h : m ≤ n) :
    krylov A v m ≤ krylov A v n := by
  apply Submodule.span_le.mpr
  rintro w ⟨k, hk, rfl⟩
  exact pow_mem_krylov A v (lt_of_lt_of_le hk h)
```

## (c) One application of $A$

*Task.* Show that $x \in K_m$ implies $A x \in K_{m+1}$.

*Solution.* Write $x = \sum_{k<m} a_k A^k v$ with $a_k \in \mathbb{K}$. By linearity $A x = \sum_{k<m} a_k A^{k+1} v$, and $k + 1 < m + 1$, so each term lies in $K_{m+1}$. The Lean proof avoids coefficients: the preimage of $K_{m+1}$ under $A$, written with `comap A`, is a subspace, so only the generators of $K_m$ need testing. The equation `e` is $A(A^k v) = A^{k+1} v$.

```lean
/-- One application of `A` sends `K_m` into `K_(m+1)`. -/
theorem apply_mem_krylov_succ (A : V →ₗ[𝕜] V) (v : V) (m : ℕ) :
    ∀ x ∈ krylov A v m, A x ∈ krylov A v (m + 1) := by
  have h : krylov A v m ≤ (krylov A v (m + 1)).comap A := by
    apply Submodule.span_le.mpr
    rintro w ⟨k, hk, rfl⟩
    have e : A ((A ^ k) v) = (A ^ (k + 1)) v := by
      rw [pow_succ']
      rfl
    show A ((A ^ k) v) ∈ krylov A v (m + 1)
    rw [e]
    exact pow_mem_krylov A v (by omega)
  intro x hx
  exact h hx
```

## (d) Breakdown criterion

*Task.* Show that $K_{m+1} = K_m$ if and only if $A^m v \in K_m$.

*Solution.* By (a), $A^m v \in K_{m+1}$, so equality of the two spaces puts it in $K_m$. Conversely, assume $A^m v \in K_m$. The inclusion $K_m \subseteq K_{m+1}$ is (b). A generator $A^k v$ of $K_{m+1}$ has either $k < m$, and lies in $K_m$ by (a), or $k = m$, and lies there by assumption. The `rcases` line makes this case split, and `le_antisymm` joins the two inclusions.

```lean
/-- The Krylov subspace fails to grow from order `m` to order `m + 1` exactly when
`A^m v` already lies in `K_m`. -/
theorem krylov_succ_eq_iff (A : V →ₗ[𝕜] V) (v : V) (m : ℕ) :
    krylov A v (m + 1) = krylov A v m ↔ (A ^ m) v ∈ krylov A v m := by
  constructor
  · intro h
    rw [← h]
    exact pow_mem_krylov A v (Nat.lt_succ_self m)
  · intro h
    apply le_antisymm _ (krylov_mono A v (Nat.le_succ m))
    apply Submodule.span_le.mpr
    rintro w ⟨k, hk, rfl⟩
    -- either an old generator or the new vector `A^m v`
    rcases Nat.lt_succ_iff_lt_or_eq.mp hk with hlt | rfl
    · exact pow_mem_krylov A v hlt
    · exact h
```

## (e) Growth stops permanently

*Task.* Assume $A^m v \in K_m$. Show that $A$ maps $K_m$ into $K_m$ and that $K_n = K_m$ for all $n \ge m$.

*Solution.* For $x \in K_m$, part (c) gives $A x \in K_{m+1}$, and $K_{m+1} = K_m$ by (d); this is invariance. Next, $A^k v \in K_m$ for all $k \ge m$, by induction from $k = m$: the start is the assumption, and if $A^k v \in K_m$ then $A^{k+1} v = A(A^k v) \in K_m$ by invariance. For $n \ge m$, a generator $A^k v$ of $K_n$ has $k < m$ or $k \ge m$ and lies in $K_m$ either way, so $K_n \subseteq K_m$; (b) gives the reverse inclusion.

In `krylov_growth_stops`, breakdown is the assumed hypothesis `h`, and the conclusion is the conjunction of the two claims. The step `hinv` is invariance, and `hpow` is the induction, started at $m$ by `Nat.le_induction`. The order $m = 0$ is allowed: `h` then says $v = 0$, and all the spaces are $\{0\}$. Part (i) gives a case in which `h` fails and both conclusions fail with it.

```lean
/-- If `A^m v` lies in `K_m`, then `A` maps `K_m` into itself and `K_n = K_m`
for every `n ≥ m`. -/
theorem krylov_growth_stops (A : V →ₗ[𝕜] V) (v : V) (m : ℕ)
    (h : (A ^ m) v ∈ krylov A v m) :
    (∀ x ∈ krylov A v m, A x ∈ krylov A v m) ∧
      ∀ n, m ≤ n → krylov A v n = krylov A v m := by
  -- invariance: `A K_m ⊆ K_(m+1) = K_m`
  have hinv : ∀ x ∈ krylov A v m, A x ∈ krylov A v m := by
    intro x hx
    have hx' := apply_mem_krylov_succ A v m x hx
    rwa [(krylov_succ_eq_iff A v m).mpr h] at hx'
  -- all higher powers stay inside `K_m`
  have hpow : ∀ k, m ≤ k → (A ^ k) v ∈ krylov A v m := by
    intro k hk
    induction k, hk using Nat.le_induction with
    | base => exact h
    | succ k _ ih =>
      have e : (A ^ (k + 1)) v = A ((A ^ k) v) := by
        rw [pow_succ']
        rfl
      rw [e]
      exact hinv _ ih
  refine ⟨hinv, fun n hn => le_antisymm ?_ (krylov_mono A v hn)⟩
  apply Submodule.span_le.mpr
  rintro w ⟨k, _, rfl⟩
  rcases lt_or_ge k m with hlt | hge
  · exact pow_mem_krylov A v hlt
  · exact hpow k hge
```

## (f) Invariance is equivalent to breakdown

*Task.* For $m \ge 1$, show that $A K_m \subseteq K_m$ if and only if $A^m v \in K_m$.

*Solution.* Breakdown gives invariance by (e). Conversely, write $m = j + 1$ with $j \ge 0$. Then $A^j v \in K_{j+1}$ by (a), and invariance gives $A^{j+1} v = A(A^j v) \in K_{j+1}$. The `obtain` line performs the substitution $m = j + 1$ and is where `hm : 1 ≤ m` enters. Without `hm` the equivalence fails: for $V = \mathbb{Q}$, $v = 1$, $m = 0$ and any $A$, the space $K_0 = \{0\}$ is invariant while $A^0 v = 1 \notin K_0$.

```lean
/-- For order `m ≥ 1`, the subspace `K_m` is invariant under `A` if and only if
`A^m v` lies in `K_m`. -/
theorem krylov_invariant_iff (A : V →ₗ[𝕜] V) (v : V) {m : ℕ} (hm : 1 ≤ m) :
    (∀ x ∈ krylov A v m, A x ∈ krylov A v m) ↔ (A ^ m) v ∈ krylov A v m := by
  refine ⟨fun hinv => ?_, fun h => (krylov_growth_stops A v m h).1⟩
  obtain ⟨j, rfl⟩ : ∃ j, m = j + 1 := ⟨m - 1, by omega⟩
  have e : (A ^ (j + 1)) v = A ((A ^ j) v) := by
    rw [pow_succ']
    rfl
  rw [e]
  exact hinv _ (pow_mem_krylov A v (Nat.lt_succ_self j))
```

## (g) Minimality

*Task.* Let $W$ be a subspace with $v \in W$ and $A W \subseteq W$. Show that $K_n \subseteq W$ for every $n$.

*Solution.* By induction from $k = 0$: $A^0 v = v \in W$, and $A^k v \in W$ gives $A^{k+1} v = A(A^k v) \in W$. All generators of $K_n$ therefore lie in $W$. The hypotheses are `hv` and `hW`, and the induction is `hpow`. Read together with (e), this identifies $K_m$ at breakdown as the smallest invariant subspace containing $v$, a combination that no theorem here states separately.

```lean
/-- Every `A`-invariant subspace that contains `v` contains the Krylov subspaces
of all orders. -/
theorem krylov_le_of_invariant (A : V →ₗ[𝕜] V) (v : V) (W : Submodule 𝕜 V)
    (hv : v ∈ W) (hW : ∀ x ∈ W, A x ∈ W) (n : ℕ) : krylov A v n ≤ W := by
  have hpow : ∀ k, (A ^ k) v ∈ W := by
    intro k
    induction k with
    | zero => simpa using hv
    | succ k ih =>
      have e : (A ^ (k + 1)) v = A ((A ^ k) v) := by
        rw [pow_succ']
        rfl
      rw [e]
      exact hW _ ih
  apply Submodule.span_le.mpr
  rintro w ⟨k, _, rfl⟩
  exact hpow k
```

## (h) Finite dimension

*Task.* Let $V$ have finite dimension $d$. Show that $K_n = K_d$ for all $n \ge d$.

*Solution.* By (e) it suffices to show $A^d v \in K_d$. The characteristic polynomial of $A$ is monic of degree $d$, say $p(t) = \sum_{i<d} c_i t^i + t^d$ with $c_i \in \mathbb{K}$, and the Cayley–Hamilton theorem gives $p(A) = 0$. Hence
$$A^d v = -\sum_{i<d} c_i A^i v,$$
and each term lies in $K_d$ by (a).

Here $d$ is `finrank 𝕜 V`, and Cayley–Hamilton is taken from Mathlib as `LinearMap.aeval_self_charpoly`. The first `rw` expands $p(A)$ and splits off the leading term with coefficient one (`hc`); the second solves for $A^d$ and applies it to $v$. The theorem bounds the order at which growth ends. It does not say that $d$ is the first such order or that $K_d = V$.

```lean
/-- In a space of finite dimension `d`, the Krylov subspaces of all orders `n ≥ d`
equal `K_d`. -/
theorem krylov_stops_by_dimension [FiniteDimensional 𝕜 V] (A : V →ₗ[𝕜] V) (v : V)
    (n : ℕ) (hn : finrank 𝕜 V ≤ n) : krylov A v n = krylov A v (finrank 𝕜 V) := by
  refine (krylov_growth_stops A v _ ?_).2 n hn
  -- the monic characteristic polynomial annihilates `A`
  have h := LinearMap.aeval_self_charpoly A
  have hc : A.charpoly.coeff A.charpoly.natDegree = 1 :=
    (LinearMap.charpoly_monic A).coeff_natDegree
  rw [Polynomial.aeval_eq_sum_range, Finset.sum_range_succ, hc, one_smul,
    LinearMap.charpoly_natDegree] at h
  -- so `A^d v` is a combination of lower powers
  rw [eq_neg_of_add_eq_zero_right h, LinearMap.neg_apply, LinearMap.sum_apply]
  refine Submodule.neg_mem _ (Submodule.sum_mem _ fun i hi => ?_)
  rw [LinearMap.smul_apply]
  exact Submodule.smul_mem _ _ (pow_mem_krylov A v (Finset.mem_range.mp hi))
```

## (i) An example in the plane

*Task.* On $\mathbb{Q}^2$ let $A(x, y) = (y, x)$, which is `swapMap`, and $v = (1, 0)$. Show that $A^2 v \in K_2$ and $A v \notin K_1$.

```lean
/-- The exchange map `(x, y) ↦ (y, x)` on the rational plane. -/
def swapMap : (ℚ × ℚ) →ₗ[ℚ] (ℚ × ℚ) :=
  (LinearMap.snd ℚ ℚ ℚ).prod (LinearMap.fst ℚ ℚ ℚ)
```

*Solution.* Two exchanges restore the vector, so $A^2 v = v = A^0 v \in K_2$ by (a); this is `e`. Every vector of $K_1$ is a multiple of $(1, 0)$ and has second component zero, which `hle` expresses as inclusion in the kernel of the second projection. But $A v = (0, 1)$ has second component one, so membership would give $1 = 0$.

At $m = 1$ the hypothesis of (e) is thus false, and so are both conclusions: $v \in K_1$ is mapped out of $K_1$, and $K_2$ contains $A v$, so $K_2 \ne K_1$.

```lean
/-- For the exchange map `A` and `v = (1, 0)`, the vector `A^2 v` lies in `K_2`
while `A v` does not lie in `K_1`. -/
theorem breakdown_witness :
    (swapMap ^ 2) (1, 0) ∈ krylov swapMap (1, 0) 2 ∧
      (swapMap ^ 1) (1, 0) ∉ krylov swapMap (1, 0) 1 := by
  constructor
  · have e : (swapMap ^ 2) (1, 0) = (swapMap ^ 0) (1, 0) := by
      rw [pow_two, pow_zero]
      rfl
    rw [e]
    exact pow_mem_krylov _ _ (by norm_num)
  · intro h
    -- vectors of `K_1` have vanishing second component
    have hle : krylov swapMap (1, 0) 1 ≤ LinearMap.ker (LinearMap.snd ℚ ℚ ℚ) := by
      apply Submodule.span_le.mpr
      rintro w ⟨k, hk, rfl⟩
      obtain rfl : k = 0 := by omega
      simp
    have h2 := LinearMap.mem_ker.mp (hle h)
    rw [pow_one] at h2
    have h3 : (1 : ℚ) = 0 := h2
    exact one_ne_zero h3

end KrylovBreakdown
```

```lean
#print axioms KrylovBreakdown.krylov_invariant_iff
#print axioms KrylovBreakdown.krylov_le_of_invariant
#print axioms KrylovBreakdown.krylov_stops_by_dimension
```

```
'KrylovBreakdown.krylov_invariant_iff' depends on axioms: [propext, Quot.sound]
'KrylovBreakdown.krylov_le_of_invariant' depends on axioms: [propext, Quot.sound]
'KrylovBreakdown.krylov_stops_by_dimension' depends on axioms: [propext, Classical.choice, Quot.sound]
```
